# On a periodic grid with a circulant kinetic energy and a local potential, every orbital keeps its energy expectation value under all Fourier translations exactly when the potential is constant

Slide an atom across a real-space grid by a fraction of the grid spacing. Its energy should not change, but the computed value often ripples with the atom's position relative to the grid points. This is the egg-box effect, and it raises a question: which part of the Hamiltonian notices the grid?

A simple model answers part of this question: one orbital u on a periodic one-dimensional grid of N points, with Hamiltonian H = K + V. The matrix K is circulant, meaning that its entries depend only on the separation of two sites, as in a finite-difference kinetic energy. The potential V is diagonal. The orbital is moved by Fourier phases while V stays fixed, whereas in a simulation the atom carries its potential along and the grid samples it afresh. In the model, K contributes nothing to the energy change. The change due to V is not in itself a grid error, since moving an orbital through a fixed potential can change its energy in continuous space too.

## Plane waves and fractional translations

```lean
import Mathlib

open Matrix Finset
open scoped ComplexConjugate

noncomputable section

namespace EggBoxEffect

variable {N : ℕ} [NeZero N]
```

The grid has N sites, and `[NeZero N]` says that N is not zero. Sites and Fourier modes are both labelled by `ZMod N`, the integers modulo N, which makes the grid periodic.

```lean
/-- The matrix whose column `m` is the plane wave of Fourier mode `m` on the periodic grid. -/
def modes (N : ℕ) [NeZero N] : Matrix (ZMod N) (ZMod N) ℂ :=
  Matrix.of fun j m => ZMod.stdAddChar (m * j)
```

Column m of this matrix M is a plane wave:

M_jm = exp(2πi m j/N)

`ZMod.stdAddChar` is Mathlib's name for the function x ↦ exp(2πi x/N). The columns have squared norm N; normalised plane waves would carry a factor 1/√N.

```lean
/-- The discrete Fourier analysis matrix, which extracts plane-wave coefficients. -/
def analysis (N : ℕ) [NeZero N] : Matrix (ZMod N) (ZMod N) ℂ :=
  (N : ℂ)⁻¹ • (modes N)ᴴ
```

The analysis matrix is F = M†/N, where `ᴴ` denotes the conjugate transpose.

```lean
/-- The operator that multiplies the coefficient of each Fourier mode `m` by `a m`. -/
def multiplier (a : ZMod N → ℂ) : Matrix (ZMod N) (ZMod N) ℂ :=
  modes N * diagonal a * analysis N
```

A multiplier analyses a function into modes, multiplies mode m by a_m, and rebuilds the function: M diag(a) F.

```lean
/-- The phase `exp(-2πi k_m s / N)` acquired by mode `m` in a translation by `s` grid spacings. -/
def phase (k : ZMod N → ℤ) (s : ℝ) (m : ZMod N) : ℂ :=
  Complex.exp (((-2 * Real.pi * k m * s / N : ℝ) : ℂ) * Complex.I)
```

The phase of mode m is

p_m(s) = exp(−2πi k_m s/N)

where s is a real displacement in grid spacings and k_m is an integer. Physically, k_m is the wave number that the mode is given between the grid points.

```lean
/-- The Fourier multiplier with factors `phase k s`. It represents translation by `s` grid spacings,
with `s` any real number, when each `k m` equals `m` modulo `N`. -/
def translation (k : ZMod N → ℤ) (s : ℝ) : Matrix (ZMod N) (ZMod N) ℂ :=
  multiplier (phase k s)
```

The translation T(s) is the multiplier with these phases. Nothing yet ties k_m to m.

```lean
/-- The quadratic form `⟨u, A u⟩` of an operator `A` in the orbital `u`. -/
def energy (A : Matrix (ZMod N) (ZMod N) ℂ) (u : ZMod N → ℂ) : ℂ :=
  star u ⬝ᵥ (A *ᵥ u)
```

The energy is ⟨u, Au⟩ = Σ_j conj(u_j) (Au)_j. Here `*ᵥ` applies a matrix to a vector and `⬝ᵥ` is the dot product. For an unnormalised u, the expectation value is this number divided by ⟨u, u⟩. Neither K nor V has to be Hermitian; the physical case has both Hermitian, so V is real.

## Translations are unitary

```lean
/-- Plane-wave synthesis undoes Fourier analysis. -/
theorem modes_mul_analysis : modes N * analysis N = 1 := by
  ext j l
  have h : ∀ m, modes N j m * star (modes N l m) = ZMod.stdAddChar (m * (j - l)) := by
    intro m
    rw [show m * (j - l) = m * j + -(m * l) by ring, AddChar.map_add_eq_mul,
      AddChar.map_neg_eq_conj]
    rfl
  have hN : (N : ℂ) ≠ 0 := Nat.cast_ne_zero.mpr (NeZero.ne N)
  rw [analysis, Matrix.mul_smul, Matrix.smul_apply, Matrix.mul_apply]
  simp only [Matrix.conjTranspose_apply, h]
  -- orthogonality of the characters of the grid
  rw [AddChar.sum_mulShift _ (ZMod.isPrimitive_stdAddChar N)]
  by_cases hjl : j = l
  · subst hjl
    simp [ZMod.card, hN]
  · simp [sub_eq_zero, hjl]
```

The theorem says MF = 1. By hand, entry (j, l) is

(MF)_jl = (1/N) Σ_m exp(2πi m (j − l)/N)

If j = l, all N terms equal 1 and the result is 1. Otherwise this is a geometric sum with ratio q ≠ 1 and q^N = 1, so it vanishes. In Lean, `ext j l` passes to entries, `h` combines the two exponentials, and Mathlib's character orthogonality supplies the sum.

```lean
/-- Two Fourier multipliers compose by multiplying their factors mode by mode. -/
theorem multiplier_mul (a b : ZMod N → ℂ) :
    multiplier a * multiplier b = multiplier (fun m => a m * b m) := by
  have h : analysis N * modes N = 1 := mul_eq_one_comm.mp modes_mul_analysis
  calc multiplier a * multiplier b
      = modes N * diagonal a * (analysis N * modes N) * diagonal b * analysis N := by
        simp only [multiplier, Matrix.mul_assoc]
    _ = multiplier (fun m => a m * b m) := by
        rw [h, Matrix.mul_one, Matrix.mul_assoc (modes N), diagonal_mul_diagonal, multiplier]
```

For square matrices, MF = 1 implies FM = 1. Hence

M diag(a) F M diag(b) F = M diag(ab) F

and multipliers compose mode by mode. The `calc` block is this chain of equalities.

```lean
/-- Translation by `s` multiplies the plane wave of mode `m` by its phase. -/
theorem translation_mode (k : ZMod N → ℤ) (s : ℝ) (m : ZMod N) :
    translation k s *ᵥ (fun j => modes N j m) = phase k s m • (fun j => modes N j m) := by
  have h : translation k s * modes N = modes N * diagonal (phase k s) := by
    have hinv : analysis N * modes N = 1 := mul_eq_one_comm.mp modes_mul_analysis
    rw [translation, multiplier, Matrix.mul_assoc, hinv, Matrix.mul_one]
  funext j
  have hj := congrFun (congrFun h j) m
  rw [Matrix.mul_diagonal] at hj
  calc (translation k s *ᵥ (fun j => modes N j m)) j
      = (translation k s * modes N) j m := by
        rw [Matrix.mul_apply]
        rfl
    _ = modes N j m * phase k s m := hj
    _ = phase k s m * modes N j m := mul_comm _ _
```

Since FM = 1, we have T(s)M = M diag(p(s)). Reading off column m shows that T(s) multiplies plane wave m by p_m(s), which is what a translation should do.

```lean
/-- Every translation, by a whole or fractional number of grid spacings, is unitary. -/
theorem translation_unitary (k : ZMod N → ℤ) (s : ℝ) :
    (translation k s)ᴴ * translation k s = 1 := by
  have h : (translation k s)ᴴ = multiplier (star (phase k s)) := by
    simp [translation, multiplier, analysis, Matrix.conjTranspose_mul,
      Matrix.diagonal_conjTranspose, Matrix.conjTranspose_smul, Matrix.mul_assoc]
  have hp : (fun m => star (phase k s) m * phase k s m) = fun _ => (1 : ℂ) := by
    funext m
    change conj (phase k s m) * phase k s m = 1
    rw [Complex.conj_mul', phase, Complex.norm_exp_ofReal_mul_I]
    norm_num
  rw [h, translation, multiplier_mul, hp, multiplier, Matrix.diagonal_one, Matrix.mul_one,
    modes_mul_analysis]
```

Taking the adjoint of T(s) conjugates its phases; this is `h`. In the product T(s)†T(s), mode m is therefore multiplied by |p_m(s)|² = 1, which is `hp`, and what remains is MF = 1. Translation preserves ⟨u, u⟩ for every real s and every choice of integers k_m.

## Circulant operators are diagonal in the plane waves

```lean
/-- Every circulant operator is a Fourier multiplier, with the transform of its stencil `v`
as factors. -/
theorem circulant_eq_multiplier (v : ZMod N → ℂ) :
    circulant v = multiplier (fun m => ∑ x, v x * ZMod.stdAddChar (-(m * x))) := by
  have h : circulant v * modes N =
      modes N * diagonal (fun m => ∑ x, v x * ZMod.stdAddChar (-(m * x))) := by
    ext j m
    rw [Matrix.mul_apply, Matrix.mul_diagonal, Finset.mul_sum,
      ← Equiv.sum_comp (Equiv.subLeft j)]
    refine Finset.sum_congr rfl fun x _ => ?_
    simp only [circulant_apply, modes, Matrix.of_apply, Equiv.subLeft_apply, sub_sub_cancel]
    rw [show m * (j - x) = m * j + -(m * x) by ring, AddChar.map_add_eq_mul]
    ring
  rw [multiplier, ← h, Matrix.mul_assoc, modes_mul_analysis, Matrix.mul_one]
```

`circulant v` has entries K_jl = v_(j−l), where v is the stencil. Apply K to plane wave m and substitute x = j − l:

Σ_l v_(j−l) exp(2πi m l/N) = exp(2πi m j/N) Σ_x v_x exp(−2πi m x/N)

The last sum is the eigenvalue. The substitution is `Equiv.subLeft j` in the proof. Multiplying KM = M diag(eigenvalues) by F from the right gives the claim.

```lean
/-- If each `k m` equals `m` modulo `N`, translation by one grid spacing is the cyclic shift of the
grid values. -/
theorem translation_one (k : ZMod N → ℤ) (hk : ∀ m, (k m : ZMod N) = m) (u : ZMod N → ℂ) :
    translation k 1 *ᵥ u = fun j => u (j - 1) := by
  have h : translation k 1 = circulant (Pi.single 1 1) := by
    rw [circulant_eq_multiplier, translation]
    congr 1
    funext m
    have hs : ∑ x, (Pi.single 1 1 : ZMod N → ℂ) x * ZMod.stdAddChar (-(m * x))
        = ZMod.stdAddChar (-m) := by
      simp [Pi.single_apply]
    rw [hs, show -m = ((-(k m) : ℤ) : ZMod N) by rw [Int.cast_neg, hk],
      ZMod.stdAddChar_coe, phase]
    congr 1
    push_cast
    ring
  funext j
  have hj : ∀ l : ZMod N, j - l = 1 ↔ l = j - 1 := fun l =>
    ⟨fun e => by linear_combination -e, fun e => by linear_combination -e⟩
  rw [h]
  simp only [Matrix.mulVec, dotProduct, circulant_apply, Pi.single_apply, hj]
  simp
```

Here the hypothesis `hk` enters: k_m must equal m modulo N. It says that the wave with wave number k_m agrees with mode m at the grid points. The usual choice is the representative of m with −N/2 < k_m ≤ N/2. Different choices generally give different fractional translations, but at s = 1 they all agree:

(T(1)u)_j = u_(j−1)

The one-site shift is the circulant whose stencil is 1 at x = 1 and 0 elsewhere. By the previous theorem its eigenvalues are exp(−2πi m/N), and `hk` makes them equal to p_m(1).

```lean
/-- Circulant operators commute with all translations. -/
theorem circulant_commute (k : ZMod N → ℤ) (s : ℝ) (v : ZMod N → ℂ) :
    Commute (circulant v) (translation k s) := by
  rw [circulant_eq_multiplier, translation, Commute, SemiconjBy, multiplier_mul, multiplier_mul]
  simp only [mul_comm]
```

K and T(s) are both multipliers, and numbers commute, so KT(s) = T(s)K.

## The energy change comes from the potential

```lean
/-- An operator that commutes with a translation has the same energy in an orbital and in
its translate. -/
theorem energy_translation (k : ZMod N → ℤ) (s : ℝ) {A : Matrix (ZMod N) (ZMod N) ℂ}
    (hA : Commute A (translation k s)) (u : ZMod N → ℂ) :
    energy A (translation k s *ᵥ u) = energy A u := by
  rw [energy, Matrix.star_mulVec, ← Matrix.dotProduct_mulVec, Matrix.mulVec_mulVec,
    Matrix.mulVec_mulVec, Matrix.mul_assoc, hA.eq, ← Matrix.mul_assoc, translation_unitary,
    Matrix.one_mul, energy]
```

If A commutes with T = T(s), then

⟨Tu, ATu⟩ = ⟨u, T†ATu⟩ = ⟨u, T†TAu⟩ = ⟨u, Au⟩

The rewriting steps follow this line: move T to the other side, commute, use unitarity. With the preceding theorem, this applies to every circulant K.

```lean
/-- The energy change of a translated orbital is the change of its density weighted with the
local potential `V`; the circulant part of the Hamiltonian contributes nothing. -/
theorem eggbox_ripple (k : ZMod N → ℤ) (s : ℝ) (v V u : ZMod N → ℂ) :
    energy (circulant v + diagonal V) (translation k s *ᵥ u)
        - energy (circulant v + diagonal V) u
      = ∑ j, V j * ((‖(translation k s *ᵥ u) j‖ : ℂ) ^ 2 - (‖u j‖ : ℂ) ^ 2) := by
  have hadd : ∀ w, energy (circulant v + diagonal V) w
      = energy (circulant v) w + ∑ j, V j * (‖w j‖ : ℂ) ^ 2 := by
    intro w
    rw [energy, Matrix.add_mulVec, dotProduct_add, energy]
    congr 1
    refine Finset.sum_congr rfl fun j _ => ?_
    rw [Matrix.mulVec_diagonal, ← Complex.conj_mul']
    change conj (w j) * (V j * w j) = _
    ring
  rw [hadd, hadd, energy_translation k s (circulant_commute k s v)]
  simp only [mul_sub, Finset.sum_sub_distrib]
  ring
```

Split the energy of any orbital w into its two parts, which is `hadd`:

⟨w, Hw⟩ = ⟨w, Kw⟩ + Σ_j V_j |w_j|²

Take the difference between w = T(s)u and w = u. The K terms cancel, leaving

ΔE = Σ_j V_j (|(T(s)u)_j|² − |u_j|²)

For a non-interacting orbital on a uniform periodic grid, then, even a crude finite-difference stencil adds no position dependence of its own under these translations. The name `eggbox_ripple` is only a label: ΔE includes the ordinary energy change of an orbital moved through a fixed potential, and it can be non-zero even for a move by a whole grid spacing.

Two sites are enough to see the formula at work. Take N = 2, k_0 = 0, k_1 = 1, stencil v = (2, −2), potential V = (1, 3) and the normalised orbital u = (1, 0). Its energy is 2 + 1 = 3. Half a spacing gives mode 1 the phase −i, so

T(1/2)u = ((1 − i)/2, (1 + i)/2)

The density is now 1/2 on each site. The circulant part is still 2, because the two cross terms, −2 · i/2 and −2 · (−i/2), cancel. The potential part is (1 + 3)/2 = 2. The energy has risen from 3 to 4, and the formula agrees:

ΔE = 1 · (1/2 − 1) + 3 · (1/2 − 0) = 1

## Only a constant potential removes the change for every orbital

```lean
/-- Let each `k m` equal `m` modulo `N`. For a circulant operator plus a local potential, three
statements are then equivalent: the energy of every orbital equals that of all its translates, the
potential commutes with all translations, and the potential is constant. -/
theorem eggbox_free_tfae (k : ZMod N → ℤ) (hk : ∀ m, (k m : ZMod N) = m) (v V : ZMod N → ℂ) :
    List.TFAE [
      ∀ (s : ℝ) (u : ZMod N → ℂ), energy (circulant v + diagonal V) (translation k s *ᵥ u)
        = energy (circulant v + diagonal V) u,
      ∀ s : ℝ, Commute (diagonal V) (translation k s),
      ∃ c, ∀ j, V j = c] := by
  tfae_have 1 → 3 := by
    intro h
    -- move an orbital on the single site `j` by one grid spacing
    have step : ∀ j, V (j + 1) = V j := by
      intro j
      have hr := eggbox_ripple k 1 v V (Pi.single j 1)
      rw [h, sub_self, translation_one k hk] at hr
      have hs : ∀ i, (‖(Pi.single j 1 : ZMod N → ℂ) i‖ : ℂ) ^ 2 = if i = j then 1 else 0 := by
        intro i
        rw [Pi.single_apply]
        split_ifs <;> simp
      simp only [hs, sub_eq_iff_eq_add, mul_sub, Finset.sum_sub_distrib, mul_ite, mul_one,
        mul_zero, Finset.sum_ite_eq', Finset.mem_univ, if_true] at hr
      linear_combination -hr
    have all : ∀ n : ℕ, V (n : ZMod N) = V 0 := by
      intro n
      induction n with
      | zero => rw [Nat.cast_zero]
      | succ n ih => rw [Nat.cast_succ, step, ih]
    exact ⟨V 0, fun j => by rw [← ZMod.natCast_zmod_val j, all]⟩
  tfae_have 3 → 2 := by
    rintro ⟨c, hc⟩ s
    -- a constant potential is a multiple of the identity
    rw [show V = fun _ => c from funext hc, ← Matrix.smul_one_eq_diagonal]
    exact (Commute.one_left _).smul_left c
  tfae_have 2 → 1 := fun h s u =>
    energy_translation k s ((circulant_commute k s v).add_left (h s)) u
  tfae_finish

end EggBoxEffect
```

`List.TFAE` means that the listed statements are equivalent. For any fixed stencil v, and with k_m equal to m modulo N, they are:

1. Every orbital has the same energy as all its translates.
2. V commutes with every T(s).
3. V has the same value at all sites.

From 1 to 3, put the orbital on site j alone. One step moves it to site j + 1, so the ripple formula becomes

0 = V_(j+1) − V_j

This is `step`. The induction `all` then carries the value V_0 around the ring. From 3 to 2, a constant potential is a multiple of the identity, which commutes with everything. From 2 to 1, both K and V commute with T(s), hence so does their sum, and the energy theorem applies. `tfae_finish` closes the circle of implications.

The step from 1 to 3 uses only whole-spacing moves. A fixed, non-constant potential already distinguishes one site from another, so the equivalence does not single out sub-grid motion. Nor does it treat a potential that travels with the atom, non-local pseudopotentials or self-consistency. Despite the name `eggbox_free_tfae`, it is therefore not a test of whether a real calculation is free of the egg-box effect.

In the smallest case, N = 1, there is a single site and every potential is constant. T(s) multiplies u by a phase of modulus one, and all three statements hold.

```lean
#print axioms EggBoxEffect.translation_mode
#print axioms EggBoxEffect.eggbox_free_tfae
```

```
'EggBoxEffect.translation_mode' depends on axioms: [propext, Classical.choice, Quot.sound]
'EggBoxEffect.eggbox_free_tfae' depends on axioms: [propext, Classical.choice, Quot.sound]
```
